# A reflection symmetry that reverses a translation makes a Bloch level with translation eigenvalue τ, τ² ≠ 1, at least doubly degenerate

## Question

If I diagonalise a three-site ring with the same matrix element \(-t\), \(t>0\), between every two sites, the solver may hand me an upper-level state with site densities \(2/3, 1/6, 1/6\), although all three sites are equivalent. If I take that level for nondegenerate, I will report a broken symmetry that isn't there.

The physical claim behind this is that, in a mirror-symmetric one-dimensional crystal, reflection turns a Bloch state into one with opposite crystal momentum and the same energy, and that the two are necessarily different states except at special momenta. I would like to see this made rigorous and machine-checked, with the exceptional momenta identified precisely. What must be assumed about the Hamiltonian, the translation and the reflection?

## Answer

Let \(H\), \(T\) and \(P\) be linear maps on a complex vector space, with \(T\) and \(P\) invertible. They stand for the Hamiltonian, a translation and a reflection. Two conditions are assumed:

\[
PTP^{-1}=T^{-1},\qquad HP=PH .
\]

The first says that a step to the right, seen in the mirror, is a step to the left. The second says that reflection leaves the Hamiltonian unchanged. If a nonzero \(v\) satisfies \(Hv=Ev\) and \(Tv=\tau v\) with \(\tau^2\neq1\), then \(Pv\) has energy \(E\) and translation eigenvalue \(\tau^{-1}\), and \(v\) and \(Pv\) are linearly independent.

### From the mirrored translation to two independent states

The energy follows at once: \(HPv=PHv=E\,Pv\). For the translation, apply \(PTP^{-1}=T^{-1}\) to \(Pv\). The left side is \(PTv=\tau Pv\), so \(\tau Pv=T^{-1}Pv\). Applying \(T\) gives

\[
\tau\,T(Pv)=Pv .
\]

Since \(T\) is invertible and \(v\neq0\), \(\tau\) is not zero, and therefore \(T(Pv)=\tau^{-1}Pv\).

Now suppose \(av+bPv=0\). Apply \(T\) and multiply by \(\tau\):

\[
a\tau^2v+b\,\tau T(Pv)=a\tau^2v+bPv=0 .
\]

Subtracting the original relation leaves \(a(\tau^2-1)v=0\), so \(a=0\). Then \(bPv=0\), and \(Pv\neq0\) because \(P\) is invertible, so \(b=0\).

The same argument works for whole subspaces. Let \(S(E,\tau)\) contain all vectors with \(Hv=Ev\) and \(Tv=\tau v\). For \(\tau\neq0\), \(P\) sends \(S(E,\tau)\) into \(S(E,\tau^{-1})\), as just shown. It reaches every \(w\) there: put \(u=P^{-1}w\). Then \(PHu=HPu=Ew=P(Eu)\) and \(PTu=T^{-1}w=\tau w=P(\tau u)\), so \(u\) lies in \(S(E,\tau)\).

If \(w\) lies in both \(S(E,\tau)\) and its mirror image, then \(Tw=\tau w\) and \(\tau Tw=w\), hence \((\tau^2-1)w=0\) and \(w=0\) when \(\tau^2\neq1\). Both subspaces have the same dimension and lie in the energy eigenspace, so in finite dimension

\[
2\dim S(E,\tau)\le\dim\ker(H-E).
\]

### The three-site ring in numbers

Take \(t=1\) and \(\omega=e^{2\pi i/3}\), with

\[
(Hf)(x)=-f(x+1)-f(x-1),\quad (Tf)(x)=f(x+1),\quad (Pf)(x)=f(-x).
\]

The normalised plane wave with \(k=1\) and its mirror image are

\[
v=\tfrac1{\sqrt3}(1,\omega,\omega^2),\qquad Pv=\tfrac1{\sqrt3}(1,\omega^2,\omega).
\]

Then \(Tv=\omega v\) and \(T(Pv)=\omega^2Pv=\omega^{-1}Pv\). Both energies are \(-(\omega+\omega^2)=1\). Here \(\tau^2=\omega^2\neq1\), so the level is at least doubly degenerate; it is exactly a doublet, because the third state, at \(k=0\), has a different energy. Two orthonormal real combinations are \((2,-1,-1)/\sqrt6\) and \((0,1,-1)/\sqrt2\). The first has the puzzling densities \(2/3,1/6,1/6\), the second has \(0,1/2,1/2\), and their sum is \(2/3\) on every site. At \(k=0\) the wave \((1,1,1)/\sqrt3\) is its own mirror image, with energy \(-2\).

### What the Lean statements say

The type `V ≃ₗ[ℂ] V` holds the invertible linear maps \(T\) and \(P\), and `End ℂ V` holds \(H\). `ReversesTranslation P T` is the relation \(PTP^{-1}=T^{-1}\), written out on vectors. `blochSector H T E τ` is \(S(E,\tau)\), and `LinearIndependent ℂ ![v, P v]` is the independence of the pair.

The first two theorems, `reflected_phase` and `momentum_reversal_degeneracy`, and the sector map `map_blochSector` hold in any dimension; only `two_mul_sector_le_degeneracy` assumes finite dimension. No inner product appears, so \(H\) need not be Hermitian, \(T\) need not be unitary, and \(E\) and \(\tau\) are complex numbers. Nor is \(H\) required to commute with \(T\): the theorem for a single state simply starts from a joint eigenvector. Hamiltonians defined only on part of a Hilbert space are not covered, nor is time reversal, which is antilinear.

The Born-von Karman ring has sites in `ZMod N`, the integers modulo \(N\), with \(N\ge1\) for plane waves. The unnormalised `planeWave N k` is \(e^{2\pi ikx/N}\); dividing by \(\sqrt N\) normalises it. `ZMod.stdAddChar k` is the phase \(e^{2\pi ik/N}\), so the energy in `ring_witness` is \(-2t\cos(2\pi k/N)\). That theorem confirms every hypothesis of the degeneracy theorem for waves with \(2k\neq0\) modulo \(N\). For \(N=1\) and \(N=2\) there are no such waves; at \(N=2\) the two neighbours of a site coincide, and the formula counts that hop twice.

`ring_doublet_iff` identifies the exceptions: a wave and its mirror image are independent exactly when \(2k\neq0\) modulo \(N\). The excluded momenta are the zone centre \(k=0\) and, for even \(N\), the zone boundary \(k=N/2\). The theorem concerns this pair of vectors and does not exclude degeneracies of other origin.

For this non-interacting, single-orbital ring, energies computed at one member of each pair \(\pm k\) give the other member's energies too.

```lean
import Mathlib

open Module

namespace MomentumReversal

noncomputable section

variable {V : Type*} [AddCommGroup V] [Module ℂ V]

/-- The reflection `P` turns the translation `T` into its inverse: `P T P⁻¹ = T⁻¹`. -/
def ReversesTranslation (P T : V ≃ₗ[ℂ] V) : Prop :=
  ∀ x, P (T (P.symm x)) = T.symm x

/-- The Bloch sector: all states of energy `E` that a translation multiplies by `τ`. -/
def blochSector (H : End ℂ V) (T : V ≃ₗ[ℂ] V) (E τ : ℂ) : Submodule ℂ V where
  carrier := {v | H v = E • v ∧ T v = τ • v}
  zero_mem' := ⟨by simp, by simp⟩
  add_mem' := by
    rintro a b ⟨ha, ha'⟩ ⟨hb, hb'⟩
    exact ⟨by rw [map_add, ha, hb, smul_add], by rw [map_add, ha', hb', smul_add]⟩
  smul_mem' := by
    rintro c a ⟨ha, ha'⟩
    exact ⟨by rw [map_smul, ha, smul_comm], by rw [map_smul, ha', smul_comm]⟩

variable {H : End ℂ V} {T P : V ≃ₗ[ℂ] V} {E τ : ℂ} {v : V}

/-- If `P` reverses `T` and `T` multiplies `v` by `τ`, then translating the reflected state `P v`
and multiplying by `τ` gives back `P v`. -/
theorem reflected_phase (hPT : ReversesTranslation P T) (hT : T v = τ • v) :
    τ • T (P v) = P v := by
  have h := hPT (P v)
  rw [P.symm_apply_apply, hT, map_smul] at h
  calc τ • T (P v) = T (τ • P v) := (map_smul T τ (P v)).symm
    _ = T (T.symm (P v)) := by rw [h]
    _ = P v := T.apply_symm_apply _

/-- Momentum reversal degeneracy: if `P` reverses `T` and commutes with `H`, then a Bloch state `v`
with `τ² ≠ 1` and its mirror image `P v` have the same energy, inverse translation eigenvalues, and
are linearly independent. -/
theorem momentum_reversal_degeneracy (hPT : ReversesTranslation P T)
    (hHP : ∀ x, H (P x) = P (H x)) (hv : v ≠ 0) (hE : H v = E • v)
    (hT : T v = τ • v) (hτ : τ ^ 2 ≠ 1) :
    H (P v) = E • P v ∧ T (P v) = τ⁻¹ • P v ∧ LinearIndependent ℂ ![v, P v] := by
  have h2 := reflected_phase hPT hT
  -- an invertible translation cannot annihilate a state
  have hτ0 : τ ≠ 0 := by
    intro h
    apply hv
    apply T.injective
    rw [hT, h, zero_smul, map_zero]
  refine ⟨by rw [hHP, hE, map_smul], ?_, ?_⟩
  · calc T (P v) = τ⁻¹ • (τ • T (P v)) := by
          rw [smul_smul, inv_mul_cancel₀ hτ0, one_smul]
      _ = τ⁻¹ • P v := by rw [h2]
  · rw [LinearIndependent.pair_iff]
    intro a b h
    have h1 : T (a • v + b • P v) = 0 := by rw [h, map_zero]
    rw [map_add, map_smul, map_smul, hT] at h1
    -- eliminate the reflected state between the relation and its translate
    have h3 : (a * (τ ^ 2 - 1)) • v = 0 := by
      linear_combination (norm := module) τ • h1 - h - b • h2
    have ha : a = 0 := by
      rcases smul_eq_zero.mp h3 with h4 | h4
      · exact (mul_eq_zero.mp h4).resolve_right (sub_ne_zero.mpr hτ)
      · exact absurd h4 hv
    refine ⟨ha, ?_⟩
    rw [ha, zero_smul, zero_add] at h
    refine (smul_eq_zero.mp h).resolve_right ?_
    intro h5
    apply hv
    apply P.injective
    rw [h5, map_zero]

/-- If `P` reverses `T` and commutes with `H`, and `τ ≠ 0`, then `P` carries the Bloch sector `(E,
τ)` exactly onto the sector `(E, τ⁻¹)`. -/
theorem map_blochSector (hPT : ReversesTranslation P T)
    (hHP : ∀ x, H (P x) = P (H x)) (hτ : τ ≠ 0) :
    (blochSector H T E τ).map (P : V →ₗ[ℂ] V) = blochSector H T E τ⁻¹ := by
  ext w
  constructor
  · rintro ⟨u, ⟨hE, hT⟩, rfl⟩
    have h2 := reflected_phase hPT hT
    have h3 : T (P u) = τ⁻¹ • P u := by
      calc T (P u) = τ⁻¹ • (τ • T (P u)) := by
            rw [smul_smul, inv_mul_cancel₀ hτ, one_smul]
        _ = τ⁻¹ • P u := by rw [h2]
    have h4 : H (P u) = E • P u := by rw [hHP, hE, map_smul]
    exact ⟨h4, h3⟩
  · rintro ⟨hE, hT⟩
    refine ⟨P.symm w, ⟨?_, ?_⟩, P.apply_symm_apply w⟩
    · apply P.injective
      rw [← hHP, P.apply_symm_apply, hE, map_smul, P.apply_symm_apply]
    · apply P.injective
      rw [hPT, map_smul, P.apply_symm_apply]
      apply T.injective
      rw [T.apply_symm_apply, map_smul, hT, smul_smul, mul_inv_cancel₀ hτ, one_smul]

/-- If `P` reverses `T` and commutes with `H`, then in finite dimension the degeneracy of the level
`E` is at least twice the dimension of any of its Bloch sectors with `τ² ≠ 1`. -/
theorem two_mul_sector_le_degeneracy [FiniteDimensional ℂ V]
    (hPT : ReversesTranslation P T) (hHP : ∀ x, H (P x) = P (H x)) (hτ : τ ^ 2 ≠ 1) :
    2 * finrank ℂ (blochSector H T E τ) ≤ finrank ℂ (End.eigenspace H E) := by
  set S := blochSector H T E τ with hS
  -- a state shared by the sector and its mirror image would need `τ² = 1`
  have hdis : S ⊓ S.map (P : V →ₗ[ℂ] V) = ⊥ := by
    rw [eq_bot_iff]
    rintro w ⟨⟨_, hw⟩, ⟨u, ⟨_, hu⟩, huw⟩⟩
    have huw' : P u = w := huw
    have h2 := reflected_phase hPT hu
    rw [huw', hw] at h2
    have h3 : (τ ^ 2 - 1) • w = 0 := by
      linear_combination (norm := module) h2
    exact (Submodule.mem_bot ℂ).mpr
      ((smul_eq_zero.mp h3).resolve_left (sub_ne_zero.mpr hτ))
  have hle : S ⊔ S.map (P : V →ₗ[ℂ] V) ≤ End.eigenspace H E := by
    refine sup_le ?_ ?_
    · rintro w ⟨hw, _⟩
      exact End.mem_eigenspace_iff.mpr hw
    · rintro _ ⟨u, ⟨hu, _⟩, rfl⟩
      have h4 : H (P u) = E • P u := by rw [hHP, hu, map_smul]
      exact End.mem_eigenspace_iff.mpr h4
  have h := Submodule.finrank_sup_add_finrank_inf_eq S (S.map (P : V →ₗ[ℂ] V))
  rw [hdis, finrank_bot, LinearEquiv.finrank_map_eq P S] at h
  have h5 := Submodule.finrank_mono hle
  omega

/-- Translation by one site on a Born-von Karman ring of `N ≥ 1` sites (for `N = 0`, on an infinite
chain). -/
def shift (N : ℕ) : (ZMod N → ℂ) ≃ₗ[ℂ] (ZMod N → ℂ) where
  toFun f x := f (x + 1)
  invFun f x := f (x - 1)
  map_add' _ _ := rfl
  map_smul' _ _ := rfl
  left_inv f := funext fun x => congrArg f (sub_add_cancel x 1)
  right_inv f := funext fun x => congrArg f (add_sub_cancel_right x 1)

/-- Reflection of the ring about the site `0`. -/
def mirror (N : ℕ) : (ZMod N → ℂ) ≃ₗ[ℂ] (ZMod N → ℂ) where
  toFun f x := f (-x)
  invFun f x := f (-x)
  map_add' _ _ := rfl
  map_smul' _ _ := rfl
  left_inv f := funext fun x => congrArg f (neg_neg x)
  right_inv f := funext fun x => congrArg f (neg_neg x)

/-- The tight-binding Hamiltonian on the ring with nearest-neighbour hopping amplitude `t`. -/
def hopping (N : ℕ) (t : ℝ) : End ℂ (ZMod N → ℂ) where
  toFun f x := -(t : ℂ) * (f (x + 1) + f (x - 1))
  map_add' f g := by
    funext x
    simp only [Pi.add_apply]
    ring
  map_smul' c f := by
    funext x
    simp only [Pi.smul_apply, smul_eq_mul, RingHom.id_apply]
    ring

/-- The plane wave `exp(2πi k x / N)` on the ring. -/
def planeWave (N : ℕ) [NeZero N] (k : ZMod N) : ZMod N → ℂ :=
  fun x => ZMod.stdAddChar (k * x)

/-- On the tight-binding ring, the shift, the mirror, the hopping Hamiltonian and a plane wave
with `2k ≠ 0` modulo `N` meet all hypotheses of the momentum reversal degeneracy. -/
theorem ring_witness (N : ℕ) [NeZero N] (t : ℝ) (k : ZMod N) (hk : k + k ≠ 0) :
    ReversesTranslation (mirror N) (shift N) ∧
    (∀ f, hopping N t (mirror N f) = mirror N (hopping N t f)) ∧
    planeWave N k ≠ 0 ∧
    hopping N t (planeWave N k) =
      (-(t : ℂ) * (ZMod.stdAddChar k + ZMod.stdAddChar (-k))) • planeWave N k ∧
    shift N (planeWave N k) = (ZMod.stdAddChar k : ℂ) • planeWave N k ∧
    (ZMod.stdAddChar k : ℂ) ^ 2 ≠ 1 := by
  refine ⟨?_, ?_, ?_, ?_, ?_, ?_⟩
  · intro f
    funext x
    exact congrArg f (by ring : -(-x + 1) = x - 1)
  · intro f
    funext x
    change -(t : ℂ) * (f (-(x + 1)) + f (-(x - 1))) = -(t : ℂ) * (f (-x + 1) + f (-x - 1))
    rw [show -(x + 1) = -x - 1 by ring, show -(x - 1) = -x + 1 by ring]
    ring
  · intro h
    have h0 : (ZMod.stdAddChar (k * 0) : ℂ) = 0 := congrFun h 0
    rw [mul_zero, AddChar.map_zero_eq_one] at h0
    exact one_ne_zero h0
  · funext x
    change -(t : ℂ) * (ZMod.stdAddChar (k * (x + 1)) + ZMod.stdAddChar (k * (x - 1))) =
      (-(t : ℂ) * (ZMod.stdAddChar k + ZMod.stdAddChar (-k))) * ZMod.stdAddChar (k * x)
    rw [show k * (x + 1) = k * x + k by ring, show k * (x - 1) = k * x + -k by ring,
      AddChar.map_add_eq_mul, AddChar.map_add_eq_mul]
    ring
  · funext x
    change (ZMod.stdAddChar (k * (x + 1)) : ℂ) = ZMod.stdAddChar k * ZMod.stdAddChar (k * x)
    rw [show k * (x + 1) = k + k * x by ring, AddChar.map_add_eq_mul]
  · intro h
    apply hk
    apply ZMod.injective_stdAddChar
    rw [AddChar.map_add_eq_mul, AddChar.map_zero_eq_one, ← pow_two, h]

/-- A plane wave on the ring and its mirror image are linearly independent exactly when
`2k ≠ 0` modulo `N`. -/
theorem ring_doublet_iff (N : ℕ) [NeZero N] (k : ZMod N) :
    LinearIndependent ℂ ![planeWave N k, mirror N (planeWave N k)] ↔ k + k ≠ 0 := by
  constructor
  · intro h hk
    -- at `2k = 0` the wave is its own mirror image
    have heq : mirror N (planeWave N k) = planeWave N k := by
      funext x
      have hx : k * -x = k * x := by linear_combination (-x) * hk
      change (ZMod.stdAddChar (k * -x) : ℂ) = ZMod.stdAddChar (k * x)
      rw [hx]
    rw [heq, LinearIndependent.pair_iff] at h
    exact one_ne_zero (h 1 (-1) (by module)).1
  · intro hk
    obtain ⟨hPT, hHP, hv, hE, hT, hτ⟩ := ring_witness N 1 k hk
    exact (momentum_reversal_degeneracy hPT hHP hv hE hT hτ).2.2

end

end MomentumReversal
```

```lean
#print axioms MomentumReversal.momentum_reversal_degeneracy
#print axioms MomentumReversal.map_blochSector
#print axioms MomentumReversal.two_mul_sector_le_degeneracy
#print axioms MomentumReversal.ring_doublet_iff
```

```
'MomentumReversal.momentum_reversal_degeneracy' depends on axioms: [propext, Classical.choice, Quot.sound]
'MomentumReversal.map_blochSector' depends on axioms: [propext, Classical.choice, Quot.sound]
'MomentumReversal.two_mul_sector_le_degeneracy' depends on axioms: [propext, Classical.choice, Quot.sound]
'MomentumReversal.ring_doublet_iff' depends on axioms: [propext, Classical.choice, Quot.sound]
```

### How the proofs follow the algebra

`reflected_phase` proves \(\tau T(Pv)=Pv\) by applying the reversal relation to \(Pv\), as above. Keeping \(\tau\) on the left avoids dividing by it, so this lemma needs no condition on \(\tau\).

In `momentum_reversal_degeneracy`, `hτ0` derives \(\tau\neq0\) from the injectivity of \(T\). `LinearIndependent.pair_iff` then turns independence into the statement about \(a\) and \(b\). There `h` is the vanishing combination, `h1` its translate, and `h2` the reflected phase relation. The line `τ • h1 - h - b • h2` is the elimination of \(Pv\): `linear_combination` checks that it leaves \(a(\tau^2-1)v=0\). The remaining steps use \(\tau^2\neq1\), \(v\neq0\) and the injectivity of \(P\).

`map_blochSector` proves the two inclusions separately. The first repeats the calculation for \(Pu\); the second takes `P.symm w` as the preimage and checks its two eigenvalue equations after applying \(P\), and for the translation also \(T\).

In `two_mul_sector_le_degeneracy`, `hdis` shows that the sector and its reflection meet only in zero, and `hle` places their sum inside the energy eigenspace. The dimension formula for a sum of subspaces, with \(\dim PS=\dim S\), gives the factor two, and `omega` finishes the integer arithmetic.

For the ring, `ring_witness` evaluates the maps site by site and uses \(e^{i(\alpha+\beta)}=e^{i\alpha}e^{i\beta}\) in the form `AddChar.map_add_eq_mul`. The condition \(\tau^2\neq1\) comes from `ZMod.injective_stdAddChar`: different momenta modulo \(N\) have different phases, so \(\tau^2=1\) would force \(2k=0\).

In `ring_doublet_iff`, one direction applies the general theorem with \(t=1\), a choice that does not affect the vectors. For the other, \(2k=0\) gives \(k(-x)=kx\), so the wave equals its mirror image, and the coefficients \(1\) and \(-1\) give a nontrivial vanishing combination.
